# A weighted sum of finitely many force constants over separations congruent to a modulo M is a sum over periodic images

Force constants `C S`, indexed by an integer separation `S`, take values in a complex vector space, and only finitely many are non-zero. The lemma says that, for a non-zero integer `M` and any complex weights `w`, summing `w S • C S` over those separations for which `M` divides `S - a` gives the same result as summing `w (a + m * M) • C (a + m * M)` over all integers `m`. The proof uses the injectivity of `m ↦ a + m * M` to turn the sum over images into a sum over the set of points they reach, and then into a finite sum over the support of `C`. It then compares the two sides term by term, according to whether `M` divides `S - a`.

The failing Lean file:

```lean
import Mathlib

open Complex
open scoped Real

namespace SumImages

noncomputable section

variable {V : Type*} [AddCommGroup V] [Module ℂ V]

/-- A weighted sum over the force constants whose distance from `a` is a multiple of `M ≠ 0`
is the sum over the periodic images `a + mM`. -/
theorem sum_images (C : ℤ →₀ V) {M : ℤ} (hM : M ≠ 0) (a : ℤ) (w : ℤ → ℂ) :
    (C.sum fun S c => (if M ∣ S - a then w S else 0) • c)
      = ∑ᶠ m : ℤ, w (a + m * M) • C (a + m * M) := by
  have hinj : Function.Injective (fun m : ℤ => a + m * M) := by
    intro x y h
    have h' : a + x * M = a + y * M := h
    exact mul_right_cancel₀ hM (add_left_cancel h')
  have e : ∑ᶠ S ∈ Set.range (fun m : ℤ => a + m * M), w S • C S
      = ∑ᶠ m : ℤ, w (a + m * M) • C (a + m * M) := finsum_mem_range hinj
  unfold Finsupp.sum
  rw [← e, finsum_mem_def, finsum_eq_sum_of_support_subset (s := C.support)]
  · refine Finset.sum_congr rfl fun S _ => ?_
    by_cases h : M ∣ S - a
    · have hS : S ∈ Set.range (fun m : ℤ => a + m * M) := by
        obtain ⟨k, hk⟩ := h
        refine ⟨k, ?_⟩
        show a + k * M = S
        linear_combination -hk
      rw [Set.indicator_of_mem hS, if_pos h]
    · have hS : S ∉ Set.range (fun m : ℤ => a + m * M) := by
        rintro ⟨k, hk⟩
        have hk' : a + k * M = S := hk
        exact h ⟨k, by linear_combination -hk'⟩
      rw [Set.indicator_of_notMem hS, if_neg h, zero_smul]
  · intro S hS
    rw [Finset.mem_coe, Finsupp.mem_support_iff]
    intro h0
    refine (Function.mem_support.mp hS) ?_
    simp [Set.indicator, h0]

end

end SumImages
```

The compiler's answer:

```
Main.lean:32:35: error: Tactic `rewrite` failed: Did not find an occurrence of the pattern
  if M ∣ S - a then ?m.274 else ?m.275
in the target expression
  (fun S c => (if M ∣ S - a then w S else 0) • c) S (C S) = w S • C S

case pos
V : Type u_1
inst✝¹ : AddCommGroup V
inst✝ : Module ℂ V
C : ℤ →₀ V
M : ℤ
hM : M ≠ 0
a : ℤ
w : ℤ → ℂ
hinj : Function.Injective fun m => a + m * M
e : ∑ᶠ (S : ℤ) (_ : S ∈ Set.range fun m => a + m * M), w S • C S = ∑ᶠ (m : ℤ), w (a + m * M) • C (a + m * M)
S : ℤ
x✝ : S ∈ C.support
h : M ∣ S - a
hS : S ∈ Set.range fun m => a + m * M
⊢ (fun S c => (if M ∣ S - a then w S else 0) • c) S (C S) = w S • C S
Main.lean:37:38: error: Tactic `rewrite` failed: Did not find an occurrence of the pattern
  if M ∣ S - a then ?m.342 else ?m.343
in the target expression
  (fun S c => (if M ∣ S - a then w S else 0) • c) S (C S) = 0

case neg
V : Type u_1
inst✝¹ : AddCommGroup V
inst✝ : Module ℂ V
C : ℤ →₀ V
M : ℤ
hM : M ≠ 0
a : ℤ
w : ℤ → ℂ
hinj : Function.Injective fun m => a + m * M
e : ∑ᶠ (S : ℤ) (_ : S ∈ Set.range fun m => a + m * M), w S • C S = ∑ᶠ (m : ℤ), w (a + m * M) • C (a + m * M)
S : ℤ
x✝ : S ∈ C.support
h : ¬M ∣ S - a
hS : S ∉ Set.range fun m => a + m * M
⊢ (fun S c => (if M ∣ S - a then w S else 0) • c) S (C S) = 0
```

The mended proof, as a diff:

```diff
@@ -24,4 +24,5 @@
   rw [← e, finsum_mem_def, finsum_eq_sum_of_support_subset (s := C.support)]
   · refine Finset.sum_congr rfl fun S _ => ?_
+    beta_reduce
     by_cases h : M ∣ S - a
     · have hS : S ∈ Set.range (fun m : ℤ => a + m * M) := by
```

What went wrong. Both messages report the same failure, once in each case of the divisibility test: `rw` cannot find the `if` that `if_pos h` or `if_neg h` should resolve. An `if` with the same printed condition is visible in the goal, but it sits inside a function that has not yet been applied to its arguments, `(fun S c => …) S (C S)`. The `S` in its condition is the function's own bound variable, whereas the `S` in `h` is the particular separation under consideration. They share a name but are different variables, and `rw` does not carry out the application in order to find a match.

The added `beta_reduce` does carry it out, turning the left-hand side into `(if M ∣ S - a then w S else 0) • C S`. The condition now concerns the same `S` as `h`, so the rewrites find their pattern. Since the line stands before `by_cases`, it cures both branches.
